# Raising the screening from 0 to twice the identity takes a unit structure matrix from 1 to −1

The screened structure matrix is defined as `S * (1 - a * S)⁻¹`, where `S` is the bare structure matrix and `a` the screening matrix, both complex square matrices over a finite index set. The theorem treats one case, `S = 1`, and says that the screened matrix at `a = 2` minus the one at `a = 0` is `-2`, where the numerals stand for multiples of the identity matrix. The two screened values are −1 and 1, and both inverses exist, since `1 - a * S` is itself −1 or 1. The attempt first proves the two inverses as `h2` and `h0`, then unfolds the definition, puts them in and leaves the remaining arithmetic to `noncomm_ring`.

In Lean, a first try:

```lean
import Mathlib

open Matrix
open scoped ComplexOrder

namespace ScreenedLoweredOfPositive

variable {n : Type*} [Fintype n] [DecidableEq n]

/-- The screened structure matrix `S (1 - a S)⁻¹` for the screening matrix `a`, meant for
invertible `1 - a S`. -/
noncomputable def screened (a S : Matrix n n ℂ) : Matrix n n ℂ :=
  S * (1 - a * S)⁻¹

/-- For the positive structure matrix `S = 1`, raising the screening from `0` to `2` changes the
structure matrix by `-2`. -/
theorem screened_lowered_of_positive :
    screened (2 : Matrix n n ℂ) 1 - screened 0 1 = -2 := by
  have h2 : (1 - (2 : Matrix n n ℂ) * 1)⁻¹ = -1 :=
    Matrix.inv_eq_right_inv (by noncomm_ring)
  have h0 : (1 - (0 : Matrix n n ℂ) * 1)⁻¹ = 1 :=
    Matrix.inv_eq_right_inv (by noncomm_ring)
  rw [screened, screened, h2, h0]
  noncomm_ring

end ScreenedLoweredOfPositive
```

Messages:

```
Main.lean:18:57: error: unsolved goals
n : Type u_1
inst✝¹ : Fintype n
inst✝ : DecidableEq n
h2 : (1 - 2 * 1)⁻¹ = -1
h0 : (1 - 0 * 1)⁻¹ = 1
⊢ -2 • 1 = -1 • 2
```

The change, after which it compiles:

```diff
@@ -21,6 +21,7 @@
   have h0 : (1 - (0 : Matrix n n ℂ) * 1)⁻¹ = 1 :=
     Matrix.inv_eq_right_inv (by noncomm_ring)
-  rw [screened, screened, h2, h0]
-  noncomm_ring
+  have e : (2 : Matrix n n ℂ) = 1 + 1 := one_add_one_eq_two.symm
+  rw [screened, screened, h2, h0, e, one_mul, mul_one]
+  abel
 
 end ScreenedLoweredOfPositive
```

What went wrong. The one error is an unsolved goal left by the final `noncomm_ring`. After the rewrites the goal is `1 * -1 - 1 * 1 = -2`, which is true, but the tactic stops at `-2 • 1 = -1 • 2`. On the left it has collected an integer multiple of the matrix `1`; on the right it has kept the matrix numeral `2` as a term of its own, with coefficient −1. It does not relate that `2` to `1`, so the two sides do not match.

The repair supplies the missing relation as `e`, which says that the matrix `2` is `1 + 1`. Rewriting with `e` turns the right side into `-(1 + 1)`, and `one_mul` and `mul_one` clear the products on the left. What remains is `-1 - 1 = -(1 + 1)`, a sum of copies of the single matrix `1`, which `abel` closes using addition and negation alone.
